# Near an exact solution, orbital and multiplier errors with a common factor q give an energy-Lagrangian error divisible by q²

The theorem `sq_dvd_error` concerns non-interacting electrons with a fixed, finite, symmetric Hamiltonian matrix `H` over a commutative ring. The exact orbitals, the columns of `Φ`, are orthonormal and satisfy `H * Φ = Φ * Λ`; the trial orbitals `Φ + D` need not be orthonormal, and the Lagrangian handles that constraint with the multipliers `Λ + E`. If `q` divides every entry of the errors `D` and `E`, the theorem says, then `q * q` divides the difference between the Lagrangian and its exact value `trace Λ`. The proof rewrites this difference with `lagrangian_error` as three traces, and shows that each is the trace of a product whose two factors both contain `q`. A local helper, `left`, is meant to supply the fact that `A * B` contains `q` whenever `B` does, for any matrix `A` of fitting shape.

The failing Lean file:

```lean
import Mathlib

open Matrix
open PowerSeries (X coeff)

namespace SqDvdError

noncomputable section

variable {R ι o : Type*} [CommRing R] [Fintype ι] [Fintype o] [DecidableEq o]

/-- The orbitals `Φ` (columns) are orthonormal and span an invariant subspace of the symmetric
Hamiltonian `H`, with multiplier matrix `Λ`. -/
structure IsSolution (H : Matrix ι ι R) (Φ : Matrix ι o R) (Λ : Matrix o o R) : Prop where
  symm : Hᵀ = H
  orthonormal : Φᵀ * Φ = 1
  eigen : H * Φ = Φ * Λ

/-- The energy Lagrangian of trial orbitals `Y`, with multipliers `M` for the orthonormality
constraint. -/
def lagrangian (H : Matrix ι ι R) (Y : Matrix ι o R) (M : Matrix o o R) : R :=
  trace (Yᵀ * H * Y) - trace (M * (Yᵀ * Y - 1))

/-- For an exact solution, the orbitals also satisfy the eigenvalue relation from the left,
with the same multiplier matrix. -/
theorem left_eigen {H : Matrix ι ι R} {Φ : Matrix ι o R} {Λ : Matrix o o R}
    (h : IsSolution H Φ Λ) : Φᵀ * H = Λ * Φᵀ := by
  -- the multiplier matrix is the Hamiltonian in the orbital basis
  have hΛ : Φᵀ * H * Φ = Λ := by
    rw [Matrix.mul_assoc, h.eigen, ← Matrix.mul_assoc, h.orthonormal, Matrix.one_mul]
  have hs : Λᵀ = Λ := by
    rw [← hΛ, Matrix.transpose_mul, Matrix.transpose_mul, Matrix.transpose_transpose,
      h.symm, Matrix.mul_assoc]
  have ht := congrArg Matrix.transpose h.eigen
  rwa [Matrix.transpose_mul, Matrix.transpose_mul, h.symm, hs] at ht

/-- Around an exact solution, the error of the Lagrangian is given exactly by terms of second
and higher order in the orbital error `D` and the multiplier error `E`. -/
theorem lagrangian_error {H : Matrix ι ι R} {Φ : Matrix ι o R} {Λ : Matrix o o R}
    (h : IsSolution H Φ Λ) (D : Matrix ι o R) (E : Matrix o o R) :
    lagrangian H (Φ + D) (Λ + E) - trace Λ =
      trace (Dᵀ * H * D) - trace (Λ * (Dᵀ * D))
        - trace (E * (Φᵀ * D + Dᵀ * Φ + Dᵀ * D)) := by
  have e1 : (Φ + D)ᵀ * H * (Φ + D) =
      Λ + Λ * (Φᵀ * D) + Dᵀ * (Φ * Λ) + Dᵀ * H * D := by
    rw [Matrix.transpose_add, Matrix.add_mul, Matrix.add_mul, left_eigen h,
      Matrix.mul_add, Matrix.mul_add, Matrix.mul_assoc Λ Φᵀ Φ, h.orthonormal,
      Matrix.mul_one, Matrix.mul_assoc Dᵀ H Φ, h.eigen, Matrix.mul_assoc Λ Φᵀ D]
    abel
  have e2 : (Φ + D)ᵀ * (Φ + D) - 1 = Φᵀ * D + Dᵀ * Φ + Dᵀ * D := by
    rw [Matrix.transpose_add, Matrix.add_mul, Matrix.mul_add, Matrix.mul_add, h.orthonormal]
    abel
  -- cyclicity of the trace cancels the remaining linear term
  have tr : trace (Dᵀ * (Φ * Λ)) = trace (Λ * (Dᵀ * Φ)) := by
    rw [← Matrix.mul_assoc, Matrix.trace_mul_comm]
  unfold lagrangian
  rw [e1, e2]
  simp only [Matrix.add_mul, Matrix.mul_add, Matrix.trace_add]
  linear_combination tr

/-- If every entry of `A` contains the factor `a` and every entry of `B` the factor `b`, then
every entry of the product contains `a * b`. -/
theorem dvd_mul_entry {l m r : Type*} [Fintype m] {a b : R} (A : Matrix l m R)
    (B : Matrix m r R) (hA : ∀ i j, a ∣ A i j) (hB : ∀ i j, b ∣ B i j) (i : l) (j : r) :
    a * b ∣ (A * B) i j := by
  rw [Matrix.mul_apply]
  exact Finset.dvd_sum fun k _ => mul_dvd_mul (hA i k) (hB k j)

/-- If the errors in the orbitals and in the multipliers contain a factor `q`, the error of the
Lagrangian at an exact solution contains `q * q`. -/
theorem sq_dvd_error {H : Matrix ι ι R} {Φ : Matrix ι o R} {Λ : Matrix o o R}
    (h : IsSolution H Φ Λ) {q : R} (D : Matrix ι o R) (E : Matrix o o R)
    (hD : ∀ i j, q ∣ D i j) (hE : ∀ i j, q ∣ E i j) :
    q * q ∣ lagrangian H (Φ + D) (Λ + E) - trace Λ := by
  have hDt : ∀ i j, q ∣ Dᵀ i j := fun i j => hD j i
  have left : ∀ {l m : Type _} [Fintype m] (A : Matrix l m R) (B : Matrix m o R),
      (∀ i j, q ∣ B i j) → ∀ i j, q ∣ (A * B) i j := fun A B hB i j => by
    simpa only [one_mul] using dvd_mul_entry (a := 1) A B (fun _ _ => one_dvd _) hB i j
  have hΛD : ∀ i j, q ∣ (Λ * Dᵀ) i j := fun i j => by
    simpa only [one_mul] using dvd_mul_entry (a := 1) Λ Dᵀ (fun _ _ => one_dvd _) hDt i j
  have hDΦ : ∀ i j, q ∣ (Dᵀ * Φ) i j := fun i j => by
    simpa only [mul_one] using dvd_mul_entry (b := 1) Dᵀ Φ hDt (fun _ _ => one_dvd _) i j
  -- the violation of orthonormality is itself of first order
  have hS : ∀ i j, q ∣ (Φᵀ * D + Dᵀ * Φ + Dᵀ * D) i j := fun i j => by
    rw [Matrix.add_apply, Matrix.add_apply]
    exact dvd_add (dvd_add (left Φᵀ D hD i j) (hDΦ i j)) (left Dᵀ D hD i j)
  have tr : ∀ A : Matrix o o R, (∀ i j, q * q ∣ A i j) → q * q ∣ trace A :=
    fun A hA => Finset.dvd_sum fun i _ => hA i i
  rw [lagrangian_error h, Matrix.mul_assoc Dᵀ H D, ← Matrix.mul_assoc Λ Dᵀ D]
  exact dvd_sub (dvd_sub (tr _ (dvd_mul_entry _ _ hDt (left H D hD)))
    (tr _ (dvd_mul_entry _ _ hΛD hD))) (tr _ (dvd_mul_entry _ _ hE hS))

end

end SqDvdError
```

Messages:

```
Main.lean:90:54: error: Application type mismatch: The argument
  left ?m.365 D hD
has type
  ∀ (i : ?m.362) (j : o), q ∣ (?m.365 * D) i j
but is expected to have type
  ∀ (i : ι) (j : o), q ∣ (H * D) i j
in the application
  dvd_mul_entry Dᵀ (H * D) hDt (left ?m.365 D hD)
```

Cause. The message says that `left`, applied to `D`, gives a statement about rows indexed by an unknown type `?m.362`, and that Lean cannot take this type to be `ι`, as `H * D` requires. The obstacle is the universe level. `left` is a local hypothesis, and such a hypothesis can't be universe-polymorphic: the `_` in `Type _` stands for a single level, settled by use. In `hS`, `left` is applied to `Φᵀ` and `Dᵀ`, whose rows are indexed by `o`, so the level of `l` becomes that of `o`. But `Type*` gave `ι` and `o` independent levels, so `l` can no longer be `ι`.

The repair proves the fact about `H * D` separately, as `hHD`, and uses it in the last step. It also restricts `left` to matrices of type `Matrix o ι R` multiplying `D`, which is all that `hS` needs and leaves no level open. The calls in `hS` lose the arguments `D hD` to match.

As a diff, the version that Lean accepts:

```diff
@@ -74,7 +74,8 @@
     q * q ∣ lagrangian H (Φ + D) (Λ + E) - trace Λ := by
   have hDt : ∀ i j, q ∣ Dᵀ i j := fun i j => hD j i
-  have left : ∀ {l m : Type _} [Fintype m] (A : Matrix l m R) (B : Matrix m o R),
-      (∀ i j, q ∣ B i j) → ∀ i j, q ∣ (A * B) i j := fun A B hB i j => by
-    simpa only [one_mul] using dvd_mul_entry (a := 1) A B (fun _ _ => one_dvd _) hB i j
+  have hHD : ∀ i j, q ∣ (H * D) i j := fun i j => by
+    simpa only [one_mul] using dvd_mul_entry (a := 1) H D (fun _ _ => one_dvd _) hD i j
+  have left : ∀ (A : Matrix o ι R) (i j : o), q ∣ (A * D) i j := fun A i j => by
+    simpa only [one_mul] using dvd_mul_entry (a := 1) A D (fun _ _ => one_dvd _) hD i j
   have hΛD : ∀ i j, q ∣ (Λ * Dᵀ) i j := fun i j => by
     simpa only [one_mul] using dvd_mul_entry (a := 1) Λ Dᵀ (fun _ _ => one_dvd _) hDt i j
@@ -84,9 +85,9 @@
   have hS : ∀ i j, q ∣ (Φᵀ * D + Dᵀ * Φ + Dᵀ * D) i j := fun i j => by
     rw [Matrix.add_apply, Matrix.add_apply]
-    exact dvd_add (dvd_add (left Φᵀ D hD i j) (hDΦ i j)) (left Dᵀ D hD i j)
+    exact dvd_add (dvd_add (left Φᵀ i j) (hDΦ i j)) (left Dᵀ i j)
   have tr : ∀ A : Matrix o o R, (∀ i j, q * q ∣ A i j) → q * q ∣ trace A :=
     fun A hA => Finset.dvd_sum fun i _ => hA i i
   rw [lagrangian_error h, Matrix.mul_assoc Dᵀ H D, ← Matrix.mul_assoc Λ Dᵀ D]
-  exact dvd_sub (dvd_sub (tr _ (dvd_mul_entry _ _ hDt (left H D hD)))
+  exact dvd_sub (dvd_sub (tr _ (dvd_mul_entry _ _ hDt hHD))
     (tr _ (dvd_mul_entry _ _ hΛD hD))) (tr _ (dvd_mul_entry _ _ hE hS))
 
```
